# With outer parameters tanh u and tanh v, the Yang–Baxter equation for Majorana gates 1 + x g_j g_(j+1) holds exactly at the middle parameter tanh(u+v)

My circuit changes its action when I replace three gates on bonds 1, 2, 1 by three gates on bonds 2, 1, 2 with the parameters in reverse order, although I thought I had chosen the parameters so that it wouldn't. I have three Majorana operators $g_1,g_2,g_3$: each squares to one, and any two anticommute. The gates are $R_1(x)=1+x\,g_1g_2$ and $R_2(x)=1+x\,g_2g_3$, and I want

$$R_1(x)R_2(y)R_1(z)=R_2(z)R_1(y)R_2(x).$$

For gates $1+xP$ built from swaps $P$ of neighbouring spins, the choice $y=x+z$ does the job. I copied that rule and took $x=z=\tfrac12$, $y=1$. The two sides then differ by $-\tfrac14(g_1g_2-g_2g_3)$. Is there a middle parameter that works for Majorana gates, and is it the only one?

## The rapidities add, not the parameters

There is one, and for your outer values it is unique: $y=\tfrac45$. The general condition is

$$y(1+xz)=x+z .$$

If $x=\tanh u$ and $z=\tanh v$, this says $y=\tanh(u+v)$. The sum rule that you know from swaps survives, but for the rapidities $u$ and $v$.

To see this, write $a=g_1g_2$ and $b=g_2g_3$ for the two bond operators. Each squares to minus one:

$$a^2=g_1g_2g_1g_2=-g_1g_1g_2g_2=-1,$$

and likewise $b^2=-1$. They also anticommute, because

$$ab=g_1g_2g_2g_3=g_1g_3,\qquad ba=g_2g_3g_1g_2=g_3g_2g_2g_1=g_3g_1=-g_1g_3=-ab .$$

In the second chain, the signs from exchanging $g_2g_3$ and $g_1g_2$ cancel. The cubic words therefore collapse:

$$aba=-a^2b=b,\qquad bab=-ab^2=a .$$

Now expand the left side of your equation:

$$\begin{aligned}(1+xa)(1+yb)(1+za)&=1+(x+z)a+yb+xz\,a^2+xy\,ab+yz\,ba+xyz\,aba\\&=1-xz+(x+z)a+y(1+xz)b+y(x-z)ab .\end{aligned}$$

The right side is

$$\begin{aligned}(1+zb)(1+ya)(1+xb)&=1+(x+z)b+ya+xz\,b^2+yz\,ba+xy\,ab+xyz\,bab\\&=1-xz+(x+z)b+y(1+xz)a+y(x-z)ab .\end{aligned}$$

The constant and the $ab$ term agree for all parameters. What is left is

$$\text{left}-\text{right}=\bigl(x+z-y(1+xz)\bigr)(a-b).$$

With your numbers the bracket is $1-\tfrac54=-\tfrac14$, which is the mismatch you found. The condition above makes the bracket vanish, so it is sufficient.

It is also necessary. If the two sides agree, either the bracket is zero or $a=b$. In the second case $ba=-ab$ becomes $a^2=-a^2$, so $-1=1$ and hence $2\cdot1=0$. In a real algebra one may divide by two, which gives $1=0$, and this is impossible unless the algebra is zero.

For the rapidities, start from

$$\cosh(u+v)=\cosh u\cosh v\,(1+\tanh u\tanh v).$$

The left side and both hyperbolic cosines on the right are positive, so $1+\tanh u\tanh v\neq0$. The condition can be solved for $y$:

$$y=\frac{\tanh u+\tanh v}{1+\tanh u\tanh v}=\tanh(u+v).$$

## Which gates these are

The gates are not normalised. From $a^2=-1$ one gets the inversion relation $R_1(x)R_1(-x)=1+x^2$. For Hermitian $g_j$ the adjoint of $R_1(x)$ is $R_1(-x)$, so $R_1(x)/\sqrt{1+x^2}=e^{\theta g_1g_2}$ with $\theta=\arctan x$ is unitary. Both sides of the Yang–Baxter equation carry the same normalising factor, so the condition on $y$ for exact equality, global phase included, is the same for the unitary gates. Your mismatch becomes $-\tfrac{1}{5\sqrt2}(a-b)$.

With the Jordan–Wigner choice $g_1=X_1$, $g_2=Y_1$, $g_3=Z_1X_2$, the bond operators are $iZ_1$ and $iX_1X_2$. The identity therefore lets you replace a field–coupling–field sequence by a coupling–field–coupling sequence with the same three angles in reverse order in circuits for the transverse-field Ising chain, a non-interacting fermion model, when the tangents of the three angles obey the relation above. If the angles may change, such a replacement exists for any three angles, by the Euler decomposition of rotations. The adjoint, the normalisation, the Jordan–Wigner map and the Euler decomposition are my commentary and do not occur in the Lean code.

## The statement in Lean

The physical input is the structure `IsMajoranaTriple g₁ g₂ g₃`. Its six fields are the three squares and the three anticommutation relations, for elements of an arbitrary ring `A`. The definition of `R` and all theorems from `R_mul_R_neg` onwards also take `A` to be an algebra over the real numbers; `bond_sq` and `bond_anticomm` need only the ring. It may have infinite dimension, and no Hilbert space or adjoint is assumed.

The gate is `R g h x`, which means $1+x\,gh$. Thus `R g₁ g₂ x` is your $R_1(x)$ and `R g₂ g₃ x` is your $R_2(x)$. Two conventions may differ from your textbook. Each `R` acts on one bond, and the equation is in braid form, where many books write $\check R$. And the real number `x` called the spectral parameter is the hyperbolic tangent of the rapidity, not the rapidity itself.

The three main theorems say the following.

- `yangBaxter`: for a Majorana triple, $y(1+xz)=x+z$ implies the Yang–Baxter equation.
- `yangBaxter_iff`: if `A` is nonzero (`Nontrivial A`), the equation holds exactly under that condition.
- `yangBaxter_tanh_iff`: if `A` is nonzero and the outer parameters are $\tanh u$ and $\tanh v$ with real $u,v$, the equation holds exactly when $y=\tanh(u+v)$.

The condition without a quotient also covers $xz=-1$. For $x=1$, $z=-1$ every $y$ works; for $x=2$, $z=-\tfrac12$ none does. The rapidity form only reaches outer parameters strictly between $-1$ and $1$.

The theorem `isMajoranaTriple_witness` shows that the Pauli matrices $\sigma_x,\sigma_y,\sigma_z$ satisfy all six relations, so the hypotheses describe something that exists.

All this concerns one explicit family of gates on two adjacent bonds. The step from here to an integrable chain, namely building transfer matrices for many sites with given boundary conditions and showing that they commute, has to be supplied separately.

```lean
import Mathlib

namespace SpectralYangBaxter

noncomputable section

variable {A : Type*} [Ring A]

/-- Three Majorana generators: each squares to one, and any two of them anticommute. -/
structure IsMajoranaTriple (g₁ g₂ g₃ : A) : Prop where
  sq₁ : g₁ * g₁ = 1
  sq₂ : g₂ * g₂ = 1
  sq₃ : g₃ * g₃ = 1
  anti₁₂ : g₁ * g₂ = -(g₂ * g₁)
  anti₂₃ : g₂ * g₃ = -(g₃ * g₂)
  anti₁₃ : g₁ * g₃ = -(g₃ * g₁)

/-- The R-matrix `1 + x g h` on the bond between the generators `g` and `h`,
with real spectral parameter `x`. -/
def R [Algebra ℝ A] (g h : A) (x : ℝ) : A := 1 + x • (g * h)

/-- The Pauli matrices `σx, σy, σz` are three Majorana generators. -/
theorem isMajoranaTriple_witness :
    IsMajoranaTriple (!![0, 1; 1, 0] : Matrix (Fin 2) (Fin 2) ℂ)
      !![0, -Complex.I; Complex.I, 0] !![1, 0; 0, -1] := by
  refine ⟨?_, ?_, ?_, ?_, ?_, ?_⟩ <;> ext i j <;> fin_cases i <;> fin_cases j <;>
    simp [Matrix.mul_apply, Fin.sum_univ_succ]

/-- The product of two anticommuting involutions squares to minus one. -/
theorem bond_sq {g h : A} (hg : g * g = 1) (hh : h * h = 1)
    (hgh : g * h = -(h * g)) : g * h * (g * h) = -1 := by
  have e : h * g = -(g * h) := by rw [hgh, neg_neg]
  calc g * h * (g * h) = g * (h * g) * h := by simp only [mul_assoc]
    _ = -(g * g * (h * h)) := by rw [e]; simp only [mul_assoc, mul_neg, neg_mul]
    _ = -1 := by rw [hg, hh, mul_one]

/-- For three Majorana generators, the neighbouring bond operators `g₁ g₂` and `g₂ g₃`
anticommute. -/
theorem bond_anticomm {g₁ g₂ g₃ : A} (h : IsMajoranaTriple g₁ g₂ g₃) :
    g₂ * g₃ * (g₁ * g₂) = -(g₁ * g₂ * (g₂ * g₃)) := by
  have hab : g₁ * g₂ * (g₂ * g₃) = g₁ * g₃ := by
    calc g₁ * g₂ * (g₂ * g₃) = g₁ * (g₂ * g₂) * g₃ := by simp only [mul_assoc]
      _ = g₁ * g₃ := by rw [h.sq₂, mul_one]
  calc g₂ * g₃ * (g₁ * g₂) = -(g₃ * g₂) * -(g₂ * g₁) := by rw [h.anti₂₃, h.anti₁₂]
    _ = g₃ * (g₂ * g₂) * g₁ := by simp only [neg_mul, mul_neg, neg_neg, mul_assoc]
    _ = g₃ * g₁ := by rw [h.sq₂, mul_one]
    _ = -(g₁ * g₃) := by rw [h.anti₁₃, neg_neg]
    _ = -(g₁ * g₂ * (g₂ * g₃)) := by rw [hab]

variable [Algebra ℝ A]

/-- Inversion relation: for anticommuting involutions `g` and `h`, the R-matrices with
opposite spectral parameters multiply to the scalar `1 + x²`. -/
theorem R_mul_R_neg {g h : A} (hg : g * g = 1) (hh : h * h = 1)
    (hgh : g * h = -(h * g)) (x : ℝ) :
    R g h x * R g h (-x) = (1 + x ^ 2) • (1 : A) := by
  simp only [R, mul_add, add_mul, mul_one, one_mul, smul_mul_assoc, mul_smul_comm,
    bond_sq hg hh hgh]
  module

/-- For anticommuting `a` and `b` that square to minus one, the two orders of three-fold
scattering differ by the scalar `x + z - y (1 + x z)` times `a - b`. -/
theorem scattering_defect {a b : A} (ha : a * a = -1) (hb : b * b = -1)
    (hba : b * a = -(a * b)) (x y z : ℝ) :
    (1 + x • a) * (1 + y • b) * (1 + z • a) - (1 + z • b) * (1 + y • a) * (1 + x • b)
      = (x + z - y * (1 + x * z)) • (a - b) := by
  -- the cubic words reduce to single bond operators
  have haba : a * b * a = b := by
    rw [mul_assoc, hba, mul_neg, ← mul_assoc, ha, neg_one_mul, neg_neg]
  have habb : a * b * b = -a := by rw [mul_assoc, hb, mul_neg_one]
  simp only [mul_add, add_mul, mul_one, one_mul, smul_mul_assoc, mul_smul_comm,
    ha, hb, hba, haba, habb, neg_mul, neg_neg, smul_neg]
  module

/-- Spectral Yang-Baxter equation: for three Majorana generators, the two orders of
scattering agree whenever the spectral parameters satisfy `y (1 + x z) = x + z`. -/
theorem yangBaxter {g₁ g₂ g₃ : A} (h : IsMajoranaTriple g₁ g₂ g₃) {x y z : ℝ}
    (hy : y * (1 + x * z) = x + z) :
    R g₁ g₂ x * R g₂ g₃ y * R g₁ g₂ z = R g₂ g₃ z * R g₁ g₂ y * R g₂ g₃ x := by
  have d := scattering_defect (bond_sq h.sq₁ h.sq₂ h.anti₁₂)
    (bond_sq h.sq₂ h.sq₃ h.anti₂₃) (bond_anticomm h) x y z
  rw [hy, sub_self, zero_smul] at d
  exact sub_eq_zero.mp d

/-- In a nonzero real algebra, three Majorana generators satisfy the Yang-Baxter equation
at `x, y, z` exactly when `y (1 + x z) = x + z`. -/
theorem yangBaxter_iff [Nontrivial A] {g₁ g₂ g₃ : A} (h : IsMajoranaTriple g₁ g₂ g₃)
    (x y z : ℝ) :
    R g₁ g₂ x * R g₂ g₃ y * R g₁ g₂ z = R g₂ g₃ z * R g₁ g₂ y * R g₂ g₃ x ↔
      y * (1 + x * z) = x + z := by
  refine ⟨fun e => ?_, yangBaxter h⟩
  have ha := bond_sq h.sq₁ h.sq₂ h.anti₁₂
  have hba := bond_anticomm h
  have d := scattering_defect ha (bond_sq h.sq₂ h.sq₃ h.anti₂₃) hba x y z
  have d0 : (x + z - y * (1 + x * z)) • (g₁ * g₂ - g₂ * g₃) = 0 :=
    d.symm.trans (sub_eq_zero.mpr e)
  rcases smul_eq_zero.mp d0 with h0 | h0
  · linarith
  · -- equal bond operators would force 1 = -1
    exfalso
    rw [← sub_eq_zero.mp h0, ha, neg_neg] at hba
    have h2 : (2 : ℝ) • (1 : A) = 0 := by
      calc (2 : ℝ) • (1 : A) = 1 - (-1) := by module
        _ = 0 := by rw [hba, sub_self]
    rcases smul_eq_zero.mp h2 with h3 | h3
    · norm_num at h3
    · exact one_ne_zero h3

/-- Rapidity form: in a nonzero real algebra, with outer parameters `tanh u` and `tanh v`,
three Majorana generators satisfy the Yang-Baxter equation exactly when the middle
parameter is `tanh (u + v)`. -/
theorem yangBaxter_tanh_iff [Nontrivial A] {g₁ g₂ g₃ : A}
    (h : IsMajoranaTriple g₁ g₂ g₃) (u v y : ℝ) :
    R g₁ g₂ (Real.tanh u) * R g₂ g₃ y * R g₁ g₂ (Real.tanh v)
        = R g₂ g₃ (Real.tanh v) * R g₁ g₂ y * R g₂ g₃ (Real.tanh u) ↔
      y = Real.tanh (u + v) := by
  have hs : ∀ w : ℝ, Real.sinh w = Real.tanh w * Real.cosh w := fun w => by
    rw [Real.tanh_eq_sinh_div_cosh, div_mul_cancel₀ _ (Real.cosh_pos w).ne']
  -- the denominator of the addition law never vanishes
  have hne : 1 + Real.tanh u * Real.tanh v ≠ 0 := by
    intro h0
    have hp := Real.cosh_pos (u + v)
    rw [Real.cosh_add, hs u, hs v] at hp
    have e : Real.cosh u * Real.cosh v
        + Real.tanh u * Real.cosh u * (Real.tanh v * Real.cosh v) = 0 := by
      linear_combination Real.cosh u * Real.cosh v * h0
    linarith
  -- addition law of the hyperbolic tangent
  have hadd : Real.tanh (u + v) * (1 + Real.tanh u * Real.tanh v)
      = Real.tanh u + Real.tanh v := by
    have e := hs (u + v)
    rw [Real.sinh_add, Real.cosh_add, hs u, hs v] at e
    apply mul_left_cancel₀ (mul_pos (Real.cosh_pos u) (Real.cosh_pos v)).ne'
    linear_combination -e
  rw [yangBaxter_iff h, ← hadd]
  exact ⟨fun e => mul_right_cancel₀ hne e, fun e => by rw [e]⟩

end

end SpectralYangBaxter
```

```lean
#print axioms SpectralYangBaxter.R_mul_R_neg
#print axioms SpectralYangBaxter.yangBaxter_tanh_iff
```

```
'SpectralYangBaxter.R_mul_R_neg' depends on axioms: [propext, Classical.choice, Quot.sound]
'SpectralYangBaxter.yangBaxter_tanh_iff' depends on axioms: [propext, Classical.choice, Quot.sound]
```

## From bond operators to rapidities in the proof

`bond_sq` is the calculation $a^2=-1$, stated for any two anticommuting involutions, so it serves for $b$ as well. `bond_anticomm` is the calculation $ba=-ab$: its first `calc` block reduces $ab$ to $g_1g_3$, and the second follows $ba$ through $g_3g_1$ back to $-ab$. `R_mul_R_neg` expands $R(x)R(-x)$ and inserts `bond_sq`.

`scattering_defect` is the expansion of both triple products. It no longer mentions the $g_j$; it needs only $a^2=b^2=-1$ and $ba=-ab$. The local facts `haba` and `habb` are $aba=b$ and $ab^2=-a$. The word $bab$ needs no fact of its own, since `hba` turns it into $-ab^2$ and `habb` finishes it.

`yangBaxter` applies this identity to the two bond operators. The hypothesis makes the scalar zero, so the difference of the two sides is zero.

For the converse, `yangBaxter_iff` reads the same identity backwards and obtains a real number times $a-b$ equal to zero. The lemma `smul_eq_zero` then says that the number or the element vanishes. This is legitimate even in a matrix algebra, where a product of two nonzero elements can be zero, because one factor here is a real scalar. In the first case `linarith` rearranges the result into the condition on $y$. In the second, the code derives $-1=1$, then $2\cdot1=0$, and a second use of `smul_eq_zero` ends in a contradiction.

In `yangBaxter_tanh_iff`, the fact `hs` is $\sinh w=\tanh w\cosh w$. From it come `hne`, the nonvanishing denominator, and `hadd`, the addition law multiplied out. The condition from `yangBaxter_iff` then has the same nonzero factor on both sides, and cancelling it leaves $y=\tanh(u+v)$.

## How `module` compares the two expansions

The last line of `scattering_defect` is the tactic `module`. It proves equalities between linear combinations by collecting the scalar coefficient of each vector and comparing these coefficients with commutative algebra. The tactic `ring` is unsuitable for the whole identity, because $a$ and $b$ do not commute.

`module` knows nothing of $a^2=-1$ or $ba=-ab$, and it treats a product such as `a * b` as one indivisible vector. The preceding `simp only` therefore has to do the noncommutative work: it multiplies out, pulls the real parameters to the front, and reduces every word to $1$, $a$, $b$ or $ab$. After that, the goal is a comparison of four real coefficients, the same four that appear in the expansions above.

## If the outer Majoranas do not anticommute

Suppose we keep five of the relations and omit `anti₁₃`. Then $g_3=g_1$ is allowed, for instance $g_1=g_3=\sigma_x$ and $g_2=\sigma_y$. Now $b=g_2g_1=-a$, so the bond operators commute. Take $x=z=\tfrac12$ and $y=\tfrac45$, which satisfy the condition. The two sides are

$$\left(1+\tfrac12a\right)^2\left(1-\tfrac45a\right)=\tfrac{31}{20}+\tfrac25a,\qquad \left(1-\tfrac12a\right)^2\left(1+\tfrac45a\right)=\tfrac{31}{20}-\tfrac25a .$$

They differ by $\tfrac45a=\tfrac45\,i\sigma_z$, which is not zero. The three squares and anticommutation along the two bonds are thus not enough for the Yang–Baxter equation at these parameters; a further hypothesis is needed, and `anti₁₃` is one that suffices.
